# Correlations of finitely many ±1 spins: ξ is realizable exactly when J·ξ is at least the minimum energy for every interaction J

Q: A cluster expansion describes a binary alloy by averages of spin products, and I want to know which values these averages can take together. "Can take" needs a meaning first. What did you choose?

A: There are finitely many sites, each with a spin +1 or −1 for the two species, and every probability distribution over the configurations is admitted. It need not be a thermal distribution, and it need not sit on a single configuration.

Q: Then write down the claim without any code.

A: Let σ be a configuration with spins s_i, and let C_a be the chosen clusters, finitely many sets of sites labelled by a. The cluster functions and the energy for interactions J_a are

Φ_a(σ) = ∏_{i∈C_a} s_i

E_J(σ) = Σ_a J_a Φ_a(σ) = J·Φ(σ)

Write E₀(J) for the minimum of E_J(σ) over σ. A distribution p has correlations

ξ_a = Σ_σ p(σ) Φ_a(σ)

The claim is that a given real vector ξ arises from some p if and only if J·ξ ≥ E₀(J) for every real vector J.

Q: One direction is just that a mean is not below a minimum.

A: Yes. If ξ comes from p, exchanging the two finite sums gives

J·ξ = Σ_σ p(σ) E_J(σ) ≥ E₀(J) Σ_σ p(σ) = E₀(J)

Q: And the other direction? A vector could pass all these inequalities and still have no distribution behind it.

A: Suppose ξ has no distribution. Let R be the set of realizable vectors. It is convex, because mixing two distributions mixes their correlations. It is compact, because the distributions form a closed bounded set and the correlations depend continuously on p. So R has a point η* nearest to ξ. Put J = η* − ξ, which is not zero. For any η in R and 0 < t ≤ 1, the point η* + t(η − η*) is in R and no closer to ξ, so

|J + t(η − η*)|² ≥ |J|²

2 J·(η − η*) + t |η − η*|² ≥ 0

Letting t go to 0 gives J·η ≥ J·η*, and therefore

J·η ≥ J·η* = J·ξ + |J|² > J·ξ

Each Φ(σ) is in R, since p may put all its weight on σ. Hence E_J(σ) > J·ξ for every σ, including the minimiser, and E₀(J) > J·ξ. This J violates the inequality.

Q: Now show me that the code speaks about the same objects.

A: `ι` is the type of sites and `κ` the type of cluster labels, both finite. A configuration is a map `ι → Bool`, and `spin` turns its values into ±1.

In Lean 4 with Mathlib:

```lean
import Mathlib

open Matrix

namespace CorrelationDuality

noncomputable section

variable {ι κ : Type*} [Fintype ι] [DecidableEq ι] [Fintype κ]

/-- The two values `+1` and `-1` of a spin. -/
def spin : Bool → ℝ
  | true => 1
  | false => -1

/-- The vector of cluster functions of a configuration: for each chosen cluster,
the product of the spins on its sites. -/
def clusterFunction (C : κ → Finset ι) (σ : ι → Bool) : κ → ℝ :=
  fun a => ∏ i ∈ C a, spin (σ i)

/-- The cluster-expansion energy of a configuration with interactions `J`. -/
def energy (C : κ → Finset ι) (J : κ → ℝ) (σ : ι → Bool) : ℝ :=
  J ⬝ᵥ clusterFunction C σ
```

Q: My Ising energy has a minus sign, and my effective cluster interactions come with multiplicities.

A: Here the sign is plus, so a positive pair interaction favours unlike neighbours. Each label stands for one set of sites, not for a class of equivalent clusters. The members of such a class are listed separately with equal interactions, so their number plays the part of the multiplicity. The energy is that of the whole finite system, not per site. The family `C` may contain the empty cluster, whose function is 1, or the same cluster twice. The criterion then forces the corresponding entry to be 1, or the two entries to agree.

```lean
/-- The minimum of the energy over all configurations. -/
def groundEnergy (C : κ → Finset ι) (J : κ → ℝ) : ℝ :=
  Finset.univ.inf' Finset.univ_nonempty (energy C J)

/-- A probability distribution over spin configurations. -/
def IsDistribution (p : (ι → Bool) → ℝ) : Prop :=
  (∀ σ, 0 ≤ p σ) ∧ ∑ σ, p σ = 1

/-- The sums of the cluster functions over all configurations with weights `p`. If `p` is a
probability distribution, these are its correlations. -/
def correlations (C : κ → Finset ι) (p : (ι → Bool) → ℝ) : κ → ℝ :=
  fun a => ∑ σ, p σ * clusterFunction C σ a

/-- `ξ` is the correlation vector of some probability distribution. -/
def Realizable (C : κ → Finset ι) (ξ : κ → ℝ) : Prop :=
  ∃ p, IsDistribution p ∧ correlations C p = ξ
```

Q: Is `groundEnergy` a true minimum or some infimum?

A: A true minimum: `Finset.inf'` runs over the finite, nonempty set of all configurations. `IsDistribution` says that the weights are nonnegative and sum to one, and `Realizable C ξ` says that some such weights have exactly the correlations `ξ`. Composition is not held fixed. Including the single-site clusters and fixing their entries in ξ prescribes the mean spin on each site, and so the average composition, but the configurations in the mixture may still differ in composition.

Q: Take me through the easy direction.

A: The first lemma is the exchange of sums. It holds for any weights, normalised or not.

```lean
/-- For any weights `p`, pairing the interactions with the weighted sums of the cluster functions
gives the weighted sum of the energies. -/
theorem dot_correlations (C : κ → Finset ι) (J : κ → ℝ) (p : (ι → Bool) → ℝ) :
    J ⬝ᵥ correlations C p = ∑ σ, p σ * energy C J σ := by
  simp only [dotProduct, correlations, energy, Finset.mul_sum]
  rw [Finset.sum_comm]
  exact Finset.sum_congr rfl fun σ _ => Finset.sum_congr rfl fun a _ => by ring
```

The second writes E₀(J) as Σ_σ p(σ) E₀(J), using the normalisation, and compares term by term, using p(σ) ≥ 0.

```lean
/-- If `ξ` is realizable, then for all interactions `J` the value `J ⬝ᵥ ξ` is at least the minimum
energy. -/
theorem groundEnergy_le_of_realizable {C : κ → Finset ι} {ξ : κ → ℝ}
    (h : Realizable C ξ) (J : κ → ℝ) : groundEnergy C J ≤ J ⬝ᵥ ξ := by
  obtain ⟨p, hp, rfl⟩ := h
  rw [dot_correlations]
  calc groundEnergy C J = ∑ σ, p σ * groundEnergy C J := by
        rw [← Finset.sum_mul, hp.2, one_mul]
    _ ≤ ∑ σ, p σ * energy C J σ := Finset.sum_le_sum fun σ _ =>
        mul_le_mul_of_nonneg_left (Finset.inf'_le _ (Finset.mem_univ σ)) (hp.1 σ)
```

Q: The hard direction used three facts about R.

A: Two of them have their own lemmas. The first puts weight 1 on `σ` and 0 elsewhere. The second takes the mixture `a • p + b • q` and checks its signs, its sum and its correlations.

```lean
omit [Fintype κ] in
/-- The cluster functions of a single configuration are a realizable correlation vector. -/
theorem realizable_clusterFunction (C : κ → Finset ι) (σ : ι → Bool) :
    Realizable C (clusterFunction C σ) := by
  refine ⟨fun τ => if τ = σ then 1 else 0, ⟨fun τ => ?_, by simp⟩, ?_⟩
  · dsimp only
    split_ifs <;> norm_num
  · ext a
    simp [correlations]

omit [Fintype κ] in
/-- The realizable correlation vectors form a convex set. -/
theorem convex_realizable (C : κ → Finset ι) : Convex ℝ {ξ | Realizable C ξ} := by
  rintro _ ⟨p, hp, rfl⟩ _ ⟨q, hq, rfl⟩ a b ha hb hab
  refine ⟨a • p + b • q, ⟨fun σ => ?_, ?_⟩, ?_⟩
  · exact add_nonneg (mul_nonneg ha (hp.1 σ)) (mul_nonneg hb (hq.1 σ))
  · simp only [Pi.add_apply, Pi.smul_apply, smul_eq_mul, Finset.sum_add_distrib,
      ← Finset.mul_sum]
    rw [hp.2, hq.2, mul_one, mul_one, hab]
  · ext c
    simp only [correlations, Pi.add_apply, Pi.smul_apply, smul_eq_mul, add_mul,
      Finset.sum_add_distrib, Finset.mul_sum, mul_assoc]
```

Compactness is established inside the separation lemma. There `stdSimplex` is the set of distributions, and R is its image under the continuous map `correlations C`, hence compact and closed.

```lean
/-- If no distribution has the correlations `ξ`, some interactions `J` give every
configuration an energy strictly above `J ⬝ᵥ ξ`. -/
theorem exists_separating_interaction {C : κ → Finset ι} {ξ : κ → ℝ}
    (h : ¬ Realizable C ξ) : ∃ J : κ → ℝ, ∀ σ, J ⬝ᵥ ξ < energy C J σ := by
  classical
  -- the realizable set is a continuous image of the probability simplex
  have hcont : Continuous (correlations C) := by
    refine continuous_pi fun a => ?_
    change Continuous fun p : (ι → Bool) → ℝ => ∑ σ, p σ * clusterFunction C σ a
    fun_prop
  have hsimplex : IsCompact (stdSimplex ℝ (ι → Bool)) := by apply isCompact_stdSimplex
  have himage : {η | Realizable C η} = correlations C '' stdSimplex ℝ (ι → Bool) := rfl
  have hclosed : IsClosed {η | Realizable C η} := by
    rw [himage]
    exact (hsimplex.image hcont).isClosed
  -- a separating functional, whose coefficients are the interactions
  obtain ⟨f, u, hξ, hu⟩ :=
    geometric_hahn_banach_point_closed (convex_realizable C) hclosed h
  let J : κ → ℝ := fun a => f (fun j => if a = j then 1 else 0)
  have hf : ∀ η : κ → ℝ, J ⬝ᵥ η = f η := by
    intro η
    refine Eq.trans ?_
      (LinearMap.pi_apply_eq_sum_univ (f : (κ → ℝ) →ₗ[ℝ] ℝ) η).symm
    exact Finset.sum_congr rfl fun a _ => mul_comm _ _
  refine ⟨J, fun σ => ?_⟩
  rw [energy, hf, hf]
  exact hξ.trans (hu _ (realizable_clusterFunction C σ))
```

Q: I don't see your nearest point.

A: Mathlib's theorem `geometric_hahn_banach_point_closed` replaces it. It supplies a linear functional `f` and a number `u` with f(ξ) < u and u < f(η) for all η in R. The interaction `J a` is the value of `f` on the a-th unit vector, and `hf` confirms that `J ⬝ᵥ η` equals `f η`. Applying this to η = Φ(σ) gives the strict inequality for every configuration.

Q: So what does the main theorem say, read literally?

A: For every finite family of clusters and every real vector `ξ`, some probability distribution has correlations `ξ` if and only if, for all `J`, `groundEnergy C J` is at most `J ⬝ᵥ ξ`. Nothing is assumed about `ξ` beforehand. The proof assumes that `ξ` is not realizable, takes the separating `J`, picks a configuration that attains the minimum, and finds its energy both above `J ⬝ᵥ ξ` and not above it.

```lean
/-- A vector `ξ` is the correlation vector of some distribution if and only if, for all
interactions `J`, the value `J ⬝ᵥ ξ` is at least the minimum energy over configurations. -/
theorem realizable_iff_groundEnergy_le (C : κ → Finset ι) (ξ : κ → ℝ) :
    Realizable C ξ ↔ ∀ J : κ → ℝ, groundEnergy C J ≤ J ⬝ᵥ ξ := by
  refine ⟨groundEnergy_le_of_realizable, fun hall => ?_⟩
  by_contra h
  obtain ⟨J, hJ⟩ := exists_separating_interaction h
  obtain ⟨σ, _, hσ⟩ := Finset.exists_mem_eq_inf' Finset.univ_nonempty (energy C J)
  have hle : energy C J σ ≤ J ⬝ᵥ ξ := hσ ▸ hall J
  exact absurd (hJ σ) (not_lt_of_ge hle)
```

Q: Where could I go wrong in using it?

A: In the range of J. The inequality must hold for all interactions, not only for those of your alloy. Take three spins with all three pairs as clusters, J = (1, 1, 1) and ξ = (2, 2, 2). Then J·ξ = 6, well above the minimum energy −1, yet no average of ±1 values is 2. The interaction (−1, −1, −1) exposes it: J·ξ = −6, while the minimum is −3.

Q: What does this do for someone with energies from electronic-structure calculations?

A: For a cluster expansion fitted to such energies, on a finite cell with a finite set of clusters, the search for the lowest energy, with the composition left free, becomes the minimisation of a linear function over realizable correlations. The next theorem states that the two minima agree and that the minimum is attained. Its proof uses the correlations of a minimising configuration, together with the easy direction.

```lean
/-- The minimum energy over configurations is the least value of `J ⬝ᵥ ξ` over all
realizable correlation vectors `ξ`. -/
theorem groundEnergy_isLeast (C : κ → Finset ι) (J : κ → ℝ) :
    IsLeast ((fun ξ => J ⬝ᵥ ξ) '' {ξ | Realizable C ξ}) (groundEnergy C J) := by
  constructor
  · obtain ⟨σ, _, hσ⟩ := Finset.exists_mem_eq_inf' Finset.univ_nonempty (energy C J)
    exact ⟨clusterFunction C σ, realizable_clusterFunction C σ, hσ.symm⟩
  · rintro _ ⟨ξ, hξ, rfl⟩
    exact groundEnergy_le_of_realizable hξ J
```

Q: And how does the separation step turn up in a computation?

A: As a linear program. The unknowns are the weights p(σ), 2^N of them for N sites, with the constraints p(σ) ≥ 0, Σ_σ p(σ) = 1 and Σ_σ p(σ) Φ_a(σ) = ξ_a. If there is no solution, the dual problem yields a separating J. For the three pairs of a triangle with every entry of ξ equal to −1/2, J = (1, 1, 1) serves: J·ξ = −3/2, but no configuration has energy below −1.

Q: That is the frustrated triangle. Can you get its exact range?

A: Let all three pair correlations equal c. With J = (1, 1, 1) the aligned configurations have energy 3 and all others −1, so 3c ≥ −1. With J = (−1, −1, −1) the minimum is −3, so −3c ≥ −3. Together,

−1/3 ≤ c ≤ 1

Conversely, for c in this range, give the configuration with all spins up the weight w₀ and each of the three single flips the weight w₁, where

w₀ = (1 + 3c)/4, w₁ = (1 − c)/4

Both are nonnegative, and w₀ + 3w₁ = 1. Each pair is antiparallel in two of the flips and parallel in the third, so its correlation is w₀ − 2w₁ + w₁ = w₀ − w₁ = c.

```lean
/-- The three nearest-neighbour pairs of a triangle of spins. -/
def trianglePairs : Fin 3 → Finset (Fin 3) := ![{0, 1}, {1, 2}, {0, 2}]

/-- The energy of a triangle of spins is the sum, over its three pairs, of the pair's interaction
times the product of its two spins. -/
theorem energy_triangle (J : Fin 3 → ℝ) (σ : Fin 3 → Bool) :
    energy trianglePairs J σ = J 0 * (spin (σ 0) * spin (σ 1))
      + J 1 * (spin (σ 1) * spin (σ 2)) + J 2 * (spin (σ 0) * spin (σ 2)) := by
  have pair : ∀ i j : Fin 3, i ≠ j →
      ∏ k ∈ ({i, j} : Finset (Fin 3)), spin (σ k) = spin (σ i) * spin (σ j) :=
    fun i j hij => Finset.prod_pair hij
  rw [← pair 0 1 (by decide), ← pair 1 2 (by decide), ← pair 0 2 (by decide)]
  rw [energy, dotProduct, Fin.sum_univ_three]
  rfl
```

Q: Does the code construct that distribution?

A: No, it goes through the main criterion, with the same numbers. `energy_triangle` writes the energy as three pair terms. For necessity, `l1` and `l2` bound the two ground energies from below by running through all eight configurations. For sufficiency, `trial` says that E₀(J) is at most the energy of any configuration you name. The four inequalities `h0` to `h3`, multiplied by w₀, w₁, w₁, w₁ and added, give

E₀(J) ≤ c (J₀ + J₁ + J₂) = J·ξ

for every J, and `nlinarith` carries out that addition.

```lean
/-- On a triangle of spins, three equal pair correlations `c` are realizable if and only
if `c` lies between `-1/3` and `1`. -/
theorem triangle_realizable_iff (c : ℝ) :
    Realizable trianglePairs (fun _ => c) ↔ -1 / 3 ≤ c ∧ c ≤ 1 := by
  rw [realizable_iff_groundEnergy_le]
  constructor
  · intro h
    -- test with uniform interactions of either sign
    have h1 := h (fun _ => 1)
    have h2 := h (fun _ => -1)
    have l1 : -1 ≤ groundEnergy trianglePairs (fun _ => 1) :=
      Finset.le_inf' _ _ fun σ _ => by
        rw [energy_triangle]
        cases σ 0 <;> cases σ 1 <;> cases σ 2 <;> norm_num [spin]
    have l2 : -3 ≤ groundEnergy trianglePairs (fun _ => -1) :=
      Finset.le_inf' _ _ fun σ _ => by
        rw [energy_triangle]
        cases σ 0 <;> cases σ 1 <;> cases σ 2 <;> norm_num [spin]
    simp only [dotProduct, Fin.sum_univ_three] at h1 h2
    constructor <;> linarith
  · rintro ⟨hlo, hhi⟩ J
    -- compare with the aligned configuration and the three single flips
    have trial : ∀ x y z : Bool, groundEnergy trianglePairs J ≤
        J 0 * (spin x * spin y) + J 1 * (spin y * spin z) + J 2 * (spin x * spin z) := by
      intro x y z
      have h : groundEnergy trianglePairs J ≤ energy trianglePairs J ![x, y, z] :=
        Finset.inf'_le _ (Finset.mem_univ _)
      rw [energy_triangle] at h
      exact h
    have h0 := trial true true true
    have h1 := trial false true true
    have h2 := trial true false true
    have h3 := trial true true false
    simp only [spin] at h0 h1 h2 h3
    have w0 : 0 ≤ (1 + 3 * c) / 4 := by linarith
    have w1 : 0 ≤ (1 - c) / 4 := by linarith
    simp only [dotProduct, Fin.sum_univ_three]
    nlinarith [mul_nonneg w0 (sub_nonneg.2 h0), mul_nonneg w1 (sub_nonneg.2 h1),
      mul_nonneg w1 (sub_nonneg.2 h2), mul_nonneg w1 (sub_nonneg.2 h3)]

end

end CorrelationDuality
```

```lean
#print axioms CorrelationDuality.groundEnergy_isLeast
-- 'CorrelationDuality.groundEnergy_isLeast' depends on axioms: [propext, Classical.choice, Quot.sound]
#print axioms CorrelationDuality.triangle_realizable_iff
-- 'CorrelationDuality.triangle_realizable_iff' depends on axioms: [propext, Classical.choice, Quot.sound]
```

Q: My alloy is a crystal, not three sites. What is missing?

A: The passage from a finite set of sites to the infinite lattice. A distribution on the crystal restricts to one on any finite patch, so the patch inequalities are necessary for the crystal. They need not be sufficient: a single bond allows a pair correlation of −1, but on a triangular lattice with equal nearest-neighbour correlations each bond belongs to a triangle, which forbids anything below −1/3. Larger patches can only tighten the constraints.

Q: Back on a finite set of sites: if ξ is realizable, will I find a single configuration of those sites that has it?

A: Not necessarily. For the triangle, c = 0 is realizable, but every single configuration has pair products ±1. The theorem promises a distribution, and here that means a genuine mixture.
